# Pople's corrected doubles-CI energy is exact for identical noninteracting two-level electron pairs

Configuration interaction truncated at double excitations omits the configurations in which two separated molecules are both doubly excited at once, so its energy is in general not additive. Take \(n\) identical noninteracting pairs, each with a reference and a doubly excited configuration lying \(2\Delta>0\) above it, coupled by a matrix element \(K\ne0\). Relative to the reference energy, doubles CI gives \(\Delta-\sqrt{\Delta^2+nK^2}\), the exact value is \(n(\Delta-\sqrt{\Delta^2+K^2})\), and for \(n=5\), \(K^2=3\Delta^2\) these are \(-3\Delta\) and \(-5\Delta\). In this single-reference model Pople's formula with \(N=2n\) electrons removes the error completely; interacting or inequivalent pairs, pairs with more than one excited configuration and multireference wavefunctions are not treated.

In Lean 4 with Mathlib:

```lean
import Mathlib

open Matrix
open scoped Real

namespace PopleCorrection

noncomputable section
```

## Two Hamiltonians and the corrected energy

All matrices and eigenvectors are real, and "lowest eigenvalue" is `IsLeast` applied to the eigenvalue set.

```lean
/-- The real eigenvalues of a real matrix. -/
def eigs {m : Type*} [Fintype m] (A : Matrix m m ℝ) : Set ℝ :=
  {E | ∃ v : m → ℝ, v ≠ 0 ∧ A *ᵥ v = E • v}
```

Index 0 is the reference, at energy zero, so all energies are correlation energies; index 1 is the double excitation; \(V\) is the coupling.

```lean
/-- Reference and double excitation at energy `2Δ`, coupled by `V`. -/
def pairH (Δ V : ℝ) : Matrix (Fin 2) (Fin 2) ℝ := !![0, V; V, 2 * Δ]
```

In doubles CI the reference couples only to the normalised symmetric sum of the \(n\) configurations with one pair excited, with strength \(nK/\sqrt n=\sqrt n K\). The matrix is defined in this reduced form and not derived by truncation.

```lean
/-- Doubles-CI matrix of `n` pairs: the coupling is `√n K`. -/
def cidH (n : ℕ) (Δ K : ℝ) : Matrix (Fin 2) (Fin 2) ℝ := pairH Δ (√(n : ℝ) * K)
```

A configuration \(x\) assigns \(x_j\in\{0,1\}\) to each pair \(j=0,\dots,n-1\). For \(2\times2\) matrices \(A_j\), \((\bigotimes_j A_j)_{xy}=\prod_j (A_j)_{x_jy_j}\).

```lean
/-- Tensor product of one operator per pair, acting on the `2^n` configurations. -/
def tens {n : ℕ} (A : Fin n → Matrix (Fin 2) (Fin 2) ℝ) :
    Matrix (Fin n → Fin 2) (Fin n → Fin 2) ℝ :=
  Matrix.of fun x y => ∏ j, A j (x j) (y j)
```

The operator \(A^{(i)}\) acts as \(A\) on pair \(i\) and as the identity elsewhere.

```lean
/-- The operator `A` on pair `i`, tensored with the identity on all other pairs. -/
def onPair {n : ℕ} (i : Fin n) (A : Matrix (Fin 2) (Fin 2) ℝ) :
    Matrix (Fin n → Fin 2) (Fin n → Fin 2) ℝ :=
  tens fun j => if j = i then A else 1
```

The full Hamiltonian on the \(2^n\) configurations is \(H=\sum_i h^{(i)}\), with \(h\) the pair matrix at \(V=K\).

```lean
/-- Full Hamiltonian of `n` noninteracting identical pairs. -/
def fullH (n : ℕ) (Δ K : ℝ) : Matrix (Fin n → Fin 2) (Fin n → Fin 2) ℝ :=
  ∑ i, onPair i (pairH Δ K)
```

For CI energy \(E\), electron number \(N\) and angle \(\theta\),
\[E_{\rm P}=E\,\frac{\sqrt{N^2+2N\tan^2 2\theta}-N}{2(\sec2\theta-1)},\]
with the secant written `(Real.cos (2 * θ))⁻¹`.

```lean
/-- Pople's corrected energy for CI energy `E`, electron number `N` and angle `θ`. -/
def pople (E N θ : ℝ) : ℝ :=
  E * (√(N ^ 2 + 2 * N * Real.tan (2 * θ) ^ 2) - N) / (2 * ((Real.cos (2 * θ))⁻¹ - 1))
```

## The two-level ground state

Let \(R=\sqrt{\Delta^2+V^2}\). The vector \((\Delta+R,-V)\), normalised by \(1/\sqrt{2R(R+\Delta)}\), is an eigenvector: its rows give \(-V^2=(\Delta-R)(\Delta+R)\) and \(V(\Delta+R)-2\Delta V=-(\Delta-R)V\). For any eigenpair \((E,v)\), the equations \(Vv_1=Ev_0\) and \(Vv_0+2\Delta v_1=Ev_1\) combine to \((E^2-2\Delta E-V^2)v_i=0\) for \(i=0,1\). Since \(v\ne0\), the secular equation `hq` holds, so \((\Delta-E)^2=R^2\) and \(E\ge\Delta-R\).

```lean
/-- The lowest eigenvalue of the two-level matrix is `Δ - √(Δ² + V²)`. -/
theorem pair_ground {Δ : ℝ} (hΔ : 0 < Δ) (V : ℝ) :
    IsLeast (eigs (pairH Δ V)) (Δ - √(Δ ^ 2 + V ^ 2)) := by
  have hR : √(Δ ^ 2 + V ^ 2) ^ 2 = Δ ^ 2 + V ^ 2 := Real.sq_sqrt (by positivity)
  have hR0 := Real.sqrt_nonneg (Δ ^ 2 + V ^ 2)
  constructor
  · generalize √(Δ ^ 2 + V ^ 2) = R at hR hR0
    refine ⟨![Δ + R, -V], fun h => ?_, ?_⟩
    · have h0 : Δ + R = 0 := congrFun h 0
      linarith
    · ext i
      fin_cases i <;> simp [pairH, mulVec, dotProduct, Fin.sum_univ_two]
      all_goals first | ring1 | linear_combination hR
  · rintro E ⟨v, hv0, hv⟩
    have h0 : V * v 1 = E * v 0 := by
      simpa [pairH, mulVec, dotProduct, Fin.sum_univ_two] using congrFun hv 0
    have h1 : V * v 0 + 2 * Δ * v 1 = E * v 1 := by
      simpa [pairH, mulVec, dotProduct, Fin.sum_univ_two] using congrFun hv 1
    -- secular equation
    have hq : E ^ 2 - 2 * Δ * E - V ^ 2 = 0 := by
      by_contra hq
      apply hv0
      ext i
      fin_cases i
      · exact (mul_eq_zero.mp (show (E ^ 2 - 2 * Δ * E - V ^ 2) * v 0 = 0 by
          linear_combination -(E - 2 * Δ) * h0 - V * h1)).resolve_left hq
      · exact (mul_eq_zero.mp (show (E ^ 2 - 2 * Δ * E - V ^ 2) * v 1 = 0 by
          linear_combination -E * h1 - V * h0)).resolve_left hq
    have h2 := Real.abs_le_sqrt (show (Δ - E) ^ 2 ≤ Δ ^ 2 + V ^ 2 by nlinarith)
    linarith [le_abs_self (Δ - E)]
```

## The exact energy of \(n\) pairs

Summing over an intermediate configuration factorises into one sum per pair, so \((\bigotimes A_j)(\bigotimes B_j)=\bigotimes A_jB_j\).

```lean
/-- Tensor products multiply pair by pair. -/
theorem tens_mul {n : ℕ} (A B : Fin n → Matrix (Fin 2) (Fin 2) ℝ) :
    tens A * tens B = tens fun j => A j * B j := by
  ext x y
  simp only [tens, Matrix.mul_apply, of_apply]
  rw [Finset.prod_univ_sum, Fintype.piFinset_univ]
  simp only [Finset.prod_mul_distrib]
```

Splitting off factor \(i\) shows that \(A^{(i)}\) is linear in \(A\).

```lean
/-- A matrix element of a one-pair operator is the element of `A` on that pair times
Kronecker deltas on the other pairs. -/
theorem onPair_apply {n : ℕ} (i : Fin n) (A : Matrix (Fin 2) (Fin 2) ℝ) (x y : Fin n → Fin 2) :
    onPair i A x y = A (x i) (y i) *
      ∏ j ∈ Finset.univ.erase i, (1 : Matrix (Fin 2) (Fin 2) ℝ) (x j) (y j) := by
  simp only [onPair, tens, of_apply]
  rw [← Finset.mul_prod_erase Finset.univ _ (Finset.mem_univ i), if_pos (rfl : i = i)]
  congr 1
  exact Finset.prod_congr rfl fun j hj => by rw [if_neg (Finset.ne_of_mem_erase hj)]
```

Suppose \(h\) is symmetric and \(P=h-e\) satisfies \(P^2=cP\) for real \(e\) and \(c>0\). Then \(P^{(i)}=h^{(i)}-e\) (`h2`) obeys the same relation (`h3`) and is symmetric (`h4`), so for every state \(\psi\)
\[c\,\langle\psi,P^{(i)}\psi\rangle=\|P^{(i)}\psi\|^2\ge0,\qquad\text{hence}\qquad\langle\psi,h^{(i)}\psi\rangle\ge e\,\langle\psi,\psi\rangle .\]

```lean
/-- If `h` is symmetric and `(h - e)² = c (h - e)` with `c > 0`, the expectation value of
`h` on one pair is at least `e` times the squared norm, in every `n`-pair state. -/
theorem onPair_lower {n : ℕ} (i : Fin n) {h : Matrix (Fin 2) (Fin 2) ℝ} {e c : ℝ}
    (hs : hᵀ = h) (hc : 0 < c) (hP : (h - e • 1) * (h - e • 1) = c • (h - e • 1))
    (ψ : (Fin n → Fin 2) → ℝ) : e * (ψ ⬝ᵥ ψ) ≤ ψ ⬝ᵥ onPair i h *ᵥ ψ := by
  obtain ⟨P, hPd⟩ : ∃ P, P = h - e • (1 : Matrix (Fin 2) (Fin 2) ℝ) := ⟨_, rfl⟩
  rw [← hPd] at hP
  have h1 : onPair i 1 = 1 := by
    ext x y
    simp only [onPair, tens, of_apply, ite_self]
    by_cases hxy : x = y
    · subst hxy
      simp
    · obtain ⟨j, hj⟩ := Function.ne_iff.mp hxy
      rw [one_apply_ne hxy]
      exact Finset.prod_eq_zero (Finset.mem_univ j) (one_apply_ne hj)
  have h2 : onPair i P = onPair i h - e • 1 := by
    rw [← h1]
    ext x y
    simp only [onPair_apply, hPd, Matrix.sub_apply, Matrix.smul_apply, smul_eq_mul]
    ring
  have h3 : onPair i P * onPair i P = c • onPair i P := by
    have : onPair i P * onPair i P = onPair i (P * P) := by
      unfold onPair
      rw [tens_mul]
      congr 1
      funext j
      by_cases hj : j = i <;> simp [hj]
    rw [this, hP]
    ext x y
    simp only [onPair_apply, Matrix.smul_apply, smul_eq_mul]
    ring
  have h4 : (onPair i P)ᵀ = onPair i P := by
    have hPt : Pᵀ = P := by rw [hPd, transpose_sub, transpose_smul, transpose_one, hs]
    have : ∀ j, (if j = i then P else 1)ᵀ = if j = i then P else 1 := by
      intro j
      by_cases hj : j = i <;> simp [hj, hPt]
    ext x y
    simp only [onPair, tens, transpose_apply, of_apply]
    exact Finset.prod_congr rfl fun j _ => congrFun (congrFun (this j) (x j)) (y j)
  -- c ⟨ψ, Pψ⟩ = ‖Pψ‖² ≥ 0
  have h5 : (onPair i P *ᵥ ψ) ⬝ᵥ (onPair i P *ᵥ ψ) = c * (ψ ⬝ᵥ onPair i P *ᵥ ψ) :=
    calc _ = ψ ⬝ᵥ onPair i P *ᵥ (onPair i P *ᵥ ψ) := by
          rw [dotProduct_mulVec ψ, ← mulVec_transpose, h4]
      _ = _ := by rw [mulVec_mulVec, h3, Matrix.smul_mulVec, dotProduct_smul, smul_eq_mul]
  have h6 : 0 ≤ c * (ψ ⬝ᵥ onPair i P *ᵥ ψ) := by
    rw [← h5]
    exact Finset.sum_nonneg fun _ _ => mul_self_nonneg _
  have h7 := (mul_nonneg_iff_of_pos_left hc).mp h6
  rw [h2, sub_mulVec, Matrix.smul_mulVec, one_mulVec, dotProduct_sub, dotProduct_smul,
    smul_eq_mul] at h7
  linarith
```

From here \(R=\sqrt{\Delta^2+K^2}\) and \(e=\Delta-R\). With \(v\) the pair ground state, \(\psi(x)=\prod_j v_{x_j}\) satisfies \(h^{(i)}\psi=e\psi\) for each \(i\) (`hi`), so \(H\psi=ne\psi\). For the lower bound,
\[P=\begin{pmatrix}R-\Delta&K\\K&R+\Delta\end{pmatrix},\qquad P^2=2R\,P,\]
because \(K^2=R^2-\Delta^2\). For an eigenstate of energy \(E\), summing the bound over \(i\) gives \(ne\langle\psi,\psi\rangle\le E\langle\psi,\psi\rangle\), and the positive squared norm cancels.

```lean
/-- The lowest eigenvalue of the full `n`-pair Hamiltonian is `n (Δ - √(Δ² + K²))`. -/
theorem full_ground (n : ℕ) {Δ : ℝ} (hΔ : 0 < Δ) (K : ℝ) :
    IsLeast (eigs (fullH n Δ K)) (n * (Δ - √(Δ ^ 2 + K ^ 2))) := by
  obtain ⟨v, hv0, hv⟩ := (pair_ground hΔ K).1
  have hR : √(Δ ^ 2 + K ^ 2) ^ 2 = Δ ^ 2 + K ^ 2 := Real.sq_sqrt (by positivity)
  have hR0 : 0 < √(Δ ^ 2 + K ^ 2) := Real.sqrt_pos.mpr (by positivity)
  generalize √(Δ ^ 2 + K ^ 2) = R at hR hR0 hv
  have hsum : ∀ ψ, fullH n Δ K *ᵥ ψ = ∑ i, onPair i (pairH Δ K) *ᵥ ψ := by
    intro ψ
    ext x
    simp only [fullH, mulVec, dotProduct, Matrix.sum_apply, Finset.sum_apply, Finset.sum_mul]
    exact Finset.sum_comm
  constructor
  · -- product of the pair ground states
    obtain ⟨a, ha⟩ := Function.ne_iff.mp hv0
    refine ⟨fun x => ∏ j, v (x j), fun h => ?_, ?_⟩
    · exact Finset.prod_ne_zero_iff.mpr (fun _ _ => ha) (congrFun h fun _ => a)
    have hi : ∀ i : Fin n, onPair i (pairH Δ K) *ᵥ (fun x => ∏ j, v (x j))
        = (Δ - R) • fun x : Fin n → Fin 2 => ∏ j, v (x j) := by
      intro i
      ext x
      have : ∀ j, ((if j = i then pairH Δ K else 1) *ᵥ v) (x j)
          = (if j = i then Δ - R else 1) * v (x j) := by
        intro j
        by_cases hj : j = i <;> simp [hj, hv]
      calc _ = ∏ j, ((if j = i then pairH Δ K else 1) *ᵥ v) (x j) := by
            simp only [onPair, tens, mulVec, dotProduct, of_apply]
            rw [Finset.prod_univ_sum, Fintype.piFinset_univ]
            simp only [Finset.prod_mul_distrib]
        _ = _ := by
            simp only [this]
            rw [Finset.prod_mul_distrib, Finset.prod_ite_eq']
            simp
    rw [hsum]
    simp only [hi]
    rw [← Finset.sum_smul, Finset.sum_const, Finset.card_univ, Fintype.card_fin, nsmul_eq_mul]
  · rintro E ⟨ψ, hψ, hE⟩
    have hP : pairH Δ K - (Δ - R) • 1 = !![R - Δ, K; K, R + Δ] := by
      ext i j
      fin_cases i <;> fin_cases j <;> simp [pairH]
      ring
    have hs : (pairH Δ K)ᵀ = pairH Δ K := by
      ext i j
      fin_cases i <;> fin_cases j <;> simp [pairH]
    have hb := fun i : Fin n => onPair_lower i hs (e := Δ - R) (c := 2 * R) (by positivity) (by
      rw [hP]
      ext i j
      fin_cases i <;> fin_cases j <;> simp [Matrix.mul_apply, Fin.sum_univ_two]
      all_goals first | ring1 | linear_combination -hR) ψ
    have hle := Finset.sum_le_sum fun i (_ : i ∈ Finset.univ) => hb i
    rw [← dotProduct_sum, ← hsum, hE, dotProduct_smul, smul_eq_mul, Finset.sum_const,
      Finset.card_univ, Fintype.card_fin, nsmul_eq_mul, ← mul_assoc] at hle
    have hpos : 0 < ψ ⬝ᵥ ψ := lt_of_le_of_ne (Finset.sum_nonneg fun _ _ => mul_self_nonneg _)
      fun h => hψ (dotProduct_self_eq_zero.mp h.symm)
    exact le_of_mul_le_mul_right hle hpos
```

## Eliminating the CI energy

The hypotheses are \(\Delta>0\), \(0<\theta<\pi/4\), \(\tan2\theta=\sqrt n|K|/\Delta\), and \(E\) the lowest eigenvalue of `cidH`. Physically \(\cos\theta\) is the reference coefficient \(C_0\) of the normalised CI ground state, and the range of \(\theta\) means \(\tfrac12<C_0^2<1\); indeed the normalised eigenvector above, with \(V=\sqrt nK\) and \(R=\sqrt{\Delta^2+V^2}\), has \(C_0^2=(\Delta+R)/2R\), so \(\cos2\theta=2C_0^2-1=\Delta/R\) and \(\tan2\theta=|V|/\Delta\). The theorems fix \(\theta\) through `ht` and the range `hθ` and never mention \(C_0\). Since \(\tan2\theta>0\), these hypotheses force \(n\ge1\) and \(K\neq0\).

From \(\sec^2=1+\tan^2\) (`hs`), \(\Delta^2+nK^2=\Delta^2\sec^22\theta\), and \(\cos 2\theta>0\) selects the root: \(E=\Delta(1-\sec2\theta)\). The denominator is nonzero (`hne`), so it cancels as a true division, and for any real \(N\)
\[E_{\rm P}=-\frac{\Delta}{2}\Big(\sqrt{N^2+2N\tan^22\theta}-N\Big).\]

```lean
variable {n : ℕ} {Δ K θ E : ℝ}

/-- With `E` the lowest doubles-CI eigenvalue, Pople's energy for any `N` is
`-(Δ/2)(√(N² + 2N tan² 2θ) - N)`. -/
theorem pople_value (hΔ : 0 < Δ) (hθ : θ ∈ Set.Ioo 0 (π / 4))
    (ht : Real.tan (2 * θ) = √(n : ℝ) * |K| / Δ) (hE : IsLeast (eigs (cidH n Δ K)) E) (N : ℝ) :
    pople E N θ = -Δ / 2 * (√(N ^ 2 + 2 * N * Real.tan (2 * θ) ^ 2) - N) := by
  obtain ⟨h0, h1⟩ := hθ
  have hc : 0 < Real.cos (2 * θ) := Real.cos_pos_of_mem_Ioo ⟨by linarith, by linarith⟩
  have htp := Real.tan_pos_of_pos_of_lt_pi_div_two (x := 2 * θ) (by linarith) (by linarith)
  have hs : (Real.cos (2 * θ))⁻¹ ^ 2 = 1 + Real.tan (2 * θ) ^ 2 := by
    rw [inv_pow, ← Real.inv_one_add_tan_sq hc.ne', inv_inv]
  have hV : (√(n : ℝ) * K) ^ 2 = (Real.tan (2 * θ) * Δ) ^ 2 := by
    rw [(eq_div_iff hΔ.ne').mp ht, mul_pow, mul_pow, sq_abs]
  -- E = Δ (1 - sec 2θ)
  have hE' : E = Δ - Δ * (Real.cos (2 * θ))⁻¹ := by
    rw [hE.unique (pair_ground hΔ _), show Δ ^ 2 + (√(n : ℝ) * K) ^ 2
      = (Δ * (Real.cos (2 * θ))⁻¹) ^ 2 by linear_combination hV - Δ ^ 2 * hs,
      Real.sqrt_sq (by positivity)]
  have hne : (Real.cos (2 * θ))⁻¹ - 1 ≠ 0 := by
    intro h
    rw [sub_eq_zero.mp h] at hs
    nlinarith [pow_pos htp 2]
  rw [pople, div_eq_iff (mul_ne_zero two_ne_zero hne), hE']
  ring
```

## Exactness at \(N=2n\), and only there

Let \(R=\sqrt{\Delta^2+K^2}\) again, without the factor \(n\). With \(N=2n\) and \(\tan^22\theta=nK^2/\Delta^2\), the radicand is \(4n^2+4n^2K^2/\Delta^2=(2nR/\Delta)^2\) (`hsq`), so \(E_{\rm P}=-\frac\Delta2(2nR/\Delta-2n)=n(\Delta-R)\). The theorem states this value and that it is the lowest eigenvalue of `fullH`. At \(n=1\) it coincides with \(E\), so the two-electron energy is left unchanged.

```lean
/-- With `N = 2n`, Pople's energy equals `n (Δ - √(Δ² + K²))` and is the lowest eigenvalue
of the full `n`-pair Hamiltonian. -/
theorem pople_exact (hΔ : 0 < Δ) (hθ : θ ∈ Set.Ioo 0 (π / 4))
    (ht : Real.tan (2 * θ) = √(n : ℝ) * |K| / Δ) (hE : IsLeast (eigs (cidH n Δ K)) E) :
    pople E (2 * n) θ = n * (Δ - √(Δ ^ 2 + K ^ 2)) ∧
      IsLeast (eigs (fullH n Δ K)) (pople E (2 * n) θ) := by
  have key : pople E (2 * n) θ = n * (Δ - √(Δ ^ 2 + K ^ 2)) := by
    have hR : √(Δ ^ 2 + K ^ 2) ^ 2 = Δ ^ 2 + K ^ 2 := Real.sq_sqrt (by positivity)
    have hR0 := Real.sqrt_nonneg (Δ ^ 2 + K ^ 2)
    generalize √(Δ ^ 2 + K ^ 2) = R at hR hR0
    have ht2 : Real.tan (2 * θ) ^ 2 = n * K ^ 2 / Δ ^ 2 := by
      rw [ht, div_pow, mul_pow, Real.sq_sqrt (Nat.cast_nonneg n), sq_abs]
    have hsq : (2 * n : ℝ) ^ 2 + 2 * (2 * n) * Real.tan (2 * θ) ^ 2 = (2 * n * R / Δ) ^ 2 := by
      rw [ht2, div_pow, mul_pow _ R, hR]
      field_simp
    rw [pople_value hΔ hθ ht hE, hsq, Real.sqrt_sq (by positivity)]
    field_simp
    ring
  exact ⟨key, key ▸ full_ground n hΔ K⟩
```

Conversely, let a real \(N\ge0\) give the exact energy. Put \(t=\tan2\theta\) and \(d=\sqrt{N^2+2Nt^2}-N\); the same \(d\) belongs to \(2n\). Squaring \(X+d=\sqrt{X^2+2Xt^2}\) gives \(2X(t^2-d)=d^2\) for \(X=N\) and \(X=2n\), so \((N-2n)(t^2-d)=0\) (`h0`). If \(d=t^2\) then \(d^2=t^4=0\), contradicting \(t>0\). Hence \(N=2n\).

```lean
/-- Among all `N ≥ 0`, Pople's energy equals `n (Δ - √(Δ² + K²))` exactly when `N = 2n`. -/
theorem pople_exact_iff (hΔ : 0 < Δ) (hθ : θ ∈ Set.Ioo 0 (π / 4))
    (ht : Real.tan (2 * θ) = √(n : ℝ) * |K| / Δ) (hE : IsLeast (eigs (cidH n Δ K)) E)
    {N : ℝ} (hN : 0 ≤ N) : pople E N θ = n * (Δ - √(Δ ^ 2 + K ^ 2)) ↔ N = 2 * n := by
  rw [← (pople_exact hΔ hθ ht hE).1]
  refine ⟨fun h => ?_, fun h => by rw [h]⟩
  rw [pople_value hΔ hθ ht hE, pople_value hΔ hθ ht hE] at h
  have htp := Real.tan_pos_of_pos_of_lt_pi_div_two (x := 2 * θ) (by linarith [hθ.1])
    (by linarith [hθ.2])
  generalize Real.tan (2 * θ) = t at h htp
  have ha := Real.sq_sqrt (show 0 ≤ N ^ 2 + 2 * N * t ^ 2 by positivity)
  have hb := Real.sq_sqrt (show 0 ≤ (2 * n : ℝ) ^ 2 + 2 * (2 * n) * t ^ 2 by positivity)
  have hd := mul_left_cancel₀ (show -Δ / 2 ≠ 0 by intro h'; linarith) h
  generalize √(N ^ 2 + 2 * N * t ^ 2) = a at ha hd
  generalize √((2 * n : ℝ) ^ 2 + 2 * (2 * n) * t ^ 2) = b at hb hd
  rw [show b = 2 * n + (a - N) by linarith] at hb
  -- with d = a - N, both N and 2n solve 2 X (t² - d) = d²
  have h0 : (N - 2 * n) * (t ^ 2 - (a - N)) = 0 := by linear_combination (hb - ha) / 2
  rcases mul_eq_zero.mp h0 with h1 | h1
  · linarith
  · have h2 : (t ^ 2) ^ 2 = 0 := by linear_combination ha + (t ^ 2 + a + N) * h1
    exact absurd h2 (by positivity)
```

For \(n\ge1\), \(\Delta>0\), \(K\ne0\) such an angle exists: the arctangent of \(\sqrt n|K|/\Delta>0\) lies in \((0,\pi/2)\), and \(\theta\) is half of it.

```lean
/-- For `n ≥ 1`, `Δ > 0`, `K ≠ 0` the angle `arctan(√n |K| / Δ) / 2` lies in `(0, π/4)` and
satisfies the tangent relation. -/
theorem angle_witness (hn : 1 ≤ n) (hΔ : 0 < Δ) (hK : K ≠ 0) :
    Real.arctan (√(n : ℝ) * |K| / Δ) / 2 ∈ Set.Ioo 0 (π / 4) ∧
      Real.tan (2 * (Real.arctan (√(n : ℝ) * |K| / Δ) / 2)) = √(n : ℝ) * |K| / Δ := by
  have hn' : (0 : ℝ) < n := by exact_mod_cast hn
  have hx : 0 < √(n : ℝ) * |K| / Δ := by positivity
  generalize √(n : ℝ) * |K| / Δ = x at hx
  have h0 := Real.arctan_strictMono hx
  rw [Real.arctan_zero] at h0
  refine ⟨⟨by linarith, by linarith [Real.arctan_lt_pi_div_two x]⟩, ?_⟩
  rw [show 2 * (Real.arctan x / 2) = Real.arctan x by ring, Real.tan_arctan]

end

end PopleCorrection
```

```lean
#print axioms PopleCorrection.pople_exact_iff
```

```
'PopleCorrection.pople_exact_iff' depends on axioms: [propext, Classical.choice, Quot.sound]
```

## Evaluation after a CI run

A program needs three numbers: the correlation energy \(E\), the reference weight \(C_0^2\) and the number \(N\) of correlated electrons. For \(\tfrac12<C_0^2<1\) it forms \(\cos2\theta=2C_0^2-1\) and \(\tan^22\theta=1/\cos^22\theta-1\), evaluates \(E_{\rm P}\), and adds \(E_{\rm P}-E\) to the CI energy. In the example \(n=5\), \(K^2=3\Delta^2\), one has \(\cos2\theta=\tfrac14\), \(C_0^2=\tfrac58\), \(\tan^22\theta=15\) and \(E_{\rm P}=-3\Delta\,(20-10)/6=-5\Delta\). For the two-level pairs treated here `pople_exact_iff` shows that any other nonnegative electron count misses the exact energy; for a real molecule \(E_{\rm P}\) remains an estimate whose error these theorems do not bound.
